# A mirror-symmetric filling of an odd chain has a total particle number of the same parity as its central occupation

Put a whole number of particles, `f j`, on each site of a finite chain numbered from 0 to 2n, and let sites that are mirror images about the centre n hold equal numbers. The lemma says that the total over the chain plus the central occupation `f n` is even, so the total and the central occupation are both even or both odd. The occupations are plain natural numbers with no upper limit, and no Hamiltonian or wavefunction enters. The proof is by induction on n: it takes off the two end sites, applies the induction hypothesis to the shorter chain inside, and leaves `omega` to check that the two equal end occupations add an even number.

As first written in Lean, the proof fails:

```lean
import Mathlib

open scoped Real

namespace MirrorOdd

noncomputable section

lemma mirror_odd (n : ℕ) : ∀ f : ℕ → ℕ, (∀ i j, i + j = 2 * n → f i = f j) →
    Even (∑ j ∈ Finset.range (2 * n + 1), f j + f n) := by
  induction n with
  | zero => intro f _; exact ⟨f 0, by simp⟩
  | succ n ih =>
    intro f h
    obtain ⟨c, hc⟩ : Even (∑ i ∈ Finset.range (2 * n + 1), f (i + 1) + f (n + 1)) :=
      ih (fun i => f (i + 1)) (fun i j hij => h _ _ (by omega))
    have h0 : f 0 = f (2 * n + 1 + 1) := h _ _ (by omega)
    rw [show 2 * (n + 1) + 1 = 2 * n + 1 + 1 + 1 by ring, Finset.sum_range_succ,
      Finset.sum_range_succ']
    exact ⟨c + f 0, by omega⟩

end

end MirrorOdd
```

The error:

```
Main.lean:20:23: error: omega could not prove the goal:
a possible counterexample may satisfy the constraints
  e ≥ 0
  d ≥ 0
  d - e ≥ 1
  b ≥ 0
  a ≥ 0
  a - 2*b ≤ 0
where
 a := ↑(f (n + 1))
 b := ↑c
 d := ↑(f (2 * n + 1 + 1))
 e := ↑(f (2 * n + 2))
```

What went wrong. The message says that `omega` could not prove the final equation, and its counterexample gives different values to `f (2 * n + 1 + 1)` and `f (2 * n + 2)`. These are the same occupation, that of the last site, with the index written in two ways. The first form comes from `h0`, which equates it with `f 0`. The second comes from the goal, where rewriting with `Finset.sum_range_succ` split off the last term and left its index as `2 * n + 2`. `omega` does linear arithmetic and treats each value of `f` as an unknown; here it took the two forms as separate unknowns. So `h0` told it nothing about the end term in the goal, and it could not see that the two ends are equal.

The added line `h1` states that the two forms are equal. `rfl` proves it, because the two indices are equal by definition. With `h1` and `h0` together, `omega` can replace the last occupation by `f 0`, and the equation then follows from the induction hypothesis `hc`.

The change, after which it compiles:

```diff
@@ -16,4 +16,5 @@
       ih (fun i => f (i + 1)) (fun i j hij => h _ _ (by omega))
     have h0 : f 0 = f (2 * n + 1 + 1) := h _ _ (by omega)
+    have h1 : f (2 * n + 1 + 1) = f (2 * n + 2) := rfl
     rw [show 2 * (n + 1) + 1 = 2 * n + 1 + 1 + 1 by ring, Finset.sum_range_succ,
       Finset.sum_range_succ']
```
